# For Hermitian H and orthonormal x, d, a real-angle line search finds the lowest energy in their complex span exactly when ⟨d, Hx⟩ is real

Take the Pauli matrix $\sigma_y$ as the Hamiltonian, with $x=(1,0)$ and $d=(0,1)$. Every trial vector $\cos\theta\,x+\sin\theta\,d$ has real components, and its energy is $0$ for every $\theta$. A line search over $\theta$ sees a flat function and stops. Yet the unit vector $(1,-i)/\sqrt2$ lies in the complex span of $x$ and $d$ and has energy $-1$. The coupling $\langle d,\sigma_y x\rangle=i$ is purely imaginary, and real mixing coefficients cannot use it. If $d$ is replaced by $i\,d$, the coupling becomes $1$, and the same search reaches $-1$ at $\theta=-\pi/4$.

## The line minimum and the span minimum

Let $H$ be Hermitian and $x,d$ orthonormal. The inner product is conjugate-linear in its first argument. Write $a=\langle x,Hx\rangle$, $b=\langle d,Hd\rangle$, $c=\langle d,Hx\rangle$ and, for real $g$,

$$L(g)=\frac{a+b}{2}-\sqrt{\frac{(a-b)^2}{4}+g^2}.$$

The minimum over real $\theta$ is $L(\mathrm{Re}\,c)$. The minimum over unit vectors in the complex span is $L(|c|)$. They agree exactly when $\mathrm{Im}\,c=0$.

## Band updates with a complex search direction

In a band-by-band plane-wave minimisation with $H$ held fixed during the step, a band $x$ can be updated by a rotation towards a normalised direction $d$ orthogonal to it. With the other bands held fixed and orthogonal to $x$, let the residual $r$ be the part of $(H-a)x$ orthogonal to them, and suppose $r\neq0$. For steepest descent without preconditioning, $d=-r/\|r\|$, so $c=-\|r\|$ is real and the real angle loses nothing. A conjugate direction also carries a part of earlier directions. If $H$ has not changed since a steepest-descent start and every search was exact, $c$ is still real, because the new residual is orthogonal to the previous direction. If $H$ was updated between steps, $c$ can be complex.

The remedy is cheap: if $c\neq0$, multiply $d$ by $c/|c|$ before the search. The new coupling is $|c|$, and the line minimum becomes the span minimum. For a real coupling $g$, a minimising angle is $\theta=\tfrac12\,\mathrm{atan2}(-g,(b-a)/2)$.

## From the two-level energy to the phase condition

For $\psi=\alpha x+\beta d$, Hermiticity gives $\langle x,Hd\rangle=\bar c$. The two cross terms are therefore complex conjugates, and

$$\langle\psi,H\psi\rangle=|\alpha|^2a+|\beta|^2b+2\,\mathrm{Re}(\bar\beta\alpha c),\qquad \|\psi\|^2=|\alpha|^2+|\beta|^2.$$

**Real angle.** Set $\alpha=\cos\theta$, $\beta=\sin\theta$ and $g=\mathrm{Re}\,c$. The double-angle formulas give

$$E(\theta)=\frac{a+b}{2}+\frac{a-b}{2}\cos2\theta+g\sin2\theta.$$

By Cauchy–Schwarz the last two terms are at least $-R$, with $R=\sqrt{(a-b)^2/4+g^2}$. Equality holds when $2\theta$ is the argument of $-(a-b)/2-ig$. If $R=0$, the energy is constant and any angle will do.

**Complex span.** Let $p=|\alpha|$ and $q=|\beta|$, with $p^2+q^2=1$. Since $\mathrm{Re}(\bar\beta\alpha c)\ge-pq|c|$, the energy is at least $p^2a+q^2b-2pq|c|$. This is the real-angle form with amplitudes $p,-q$ and coupling $|c|$, so it is at least $L(|c|)$. To attain the bound, write $c=|c|u$ with $|u|=1$ and take $\alpha=\cos\theta$, $\beta=u\sin\theta$. Then $\bar\beta\alpha c=\cos\theta\sin\theta\,|c|$, and the minimising angle for $g=|c|$ gives $L(|c|)$.

**Comparison.** $L(\mathrm{Re}\,c)=L(|c|)$ holds exactly when $(\mathrm{Re}\,c)^2=|c|^2=(\mathrm{Re}\,c)^2+(\mathrm{Im}\,c)^2$, that is, when $\mathrm{Im}\,c=0$.

## Lean file for both minima and the phase criterion

```lean
import Mathlib

open ComplexConjugate

namespace ConjugateGradientPhase

noncomputable section

variable {E : Type*} [NormedAddCommGroup E] [InnerProductSpace ℂ E]

/-- The number `Re ⟨ψ, Hψ⟩`; for Hermitian `H` and normalised `ψ` it is the energy of `ψ`. -/
def energy (H : E →ₗ[ℂ] E) (ψ : E) : ℝ := (inner ℂ ψ (H ψ)).re

/-- The trial state `cos θ x + sin θ d` of the line search. -/
def trial (x d : E) (θ : ℝ) : E :=
  (Real.cos θ : ℂ) • x + (Real.sin θ : ℂ) • d

/-- All energies met by the line search over real angles. -/
def lineEnergies (H : E →ₗ[ℂ] E) (x d : E) : Set ℝ :=
  Set.range fun θ : ℝ => energy H (trial x d θ)

/-- All energies of unit vectors in the complex span of `x` and `d`. -/
def spanEnergies (H : E →ₗ[ℂ] E) (x d : E) : Set ℝ :=
  {e | ∃ ψ ∈ Submodule.span ℂ {x, d}, ‖ψ‖ = 1 ∧ energy H ψ = e}

/-- The lower level `(a+b)/2 - √((a-b)²/4 + g²)` of levels `a`, `b` with real coupling `g`. -/
def lowerLevel (a b g : ℝ) : ℝ := (a + b) / 2 - √((a - b) ^ 2 / 4 + g ^ 2)

/-- For Hermitian `H`, the value of `energy H` at `αx + βd` is the sum of its values at `x` and `d`,
weighted by `|α|²` and `|β|²`, plus an interference term containing the coupling `⟨d, Hx⟩`. -/
theorem energy_superposition {H : E →ₗ[ℂ] E} (hH : H.IsSymmetric) (x d : E) (α β : ℂ) :
    energy H (α • x + β • d) = ‖α‖ ^ 2 * energy H x + ‖β‖ ^ 2 * energy H d
      + 2 * (conj β * α * inner ℂ d (H x)).re := by
  have h : inner ℂ x (H d) = conj (inner ℂ d (H x)) := by
    rw [inner_conj_symm]
    exact (hH x d).symm
  unfold energy
  simp only [map_add, map_smul, inner_add_left, inner_add_right, inner_smul_left,
    inner_smul_right, h, Complex.sq_norm, Complex.normSq_apply, Complex.add_re, Complex.add_im,
    Complex.mul_re, Complex.mul_im, Complex.conj_re, Complex.conj_im]
  ring

/-- For orthonormal `x` and `d`, the squared norm of `αx + βd` is `|α|² + |β|²`. -/
theorem norm_superposition {x d : E} (hx : ‖x‖ = 1) (hd : ‖d‖ = 1)
    (hxd : inner ℂ x d = 0) (α β : ℂ) :
    ‖α • x + β • d‖ ^ 2 = ‖α‖ ^ 2 + ‖β‖ ^ 2 := by
  rw [norm_add_sq (𝕜 := ℂ), inner_smul_left, inner_smul_right, hxd, norm_smul, norm_smul,
    hx, hd]
  simp

/-- The energy of two coupled levels with normalised real amplitudes `p`, `-q` is never
below the lower level. -/
theorem lowerLevel_le (a b g p q : ℝ) (h : p ^ 2 + q ^ 2 = 1) :
    lowerLevel a b g ≤ p ^ 2 * a + q ^ 2 * b - 2 * (p * q * g) := by
  have hs : (2 * p * q * g - (p ^ 2 - q ^ 2) * ((a - b) / 2)) ^ 2
      ≤ (a - b) ^ 2 / 4 + g ^ 2 := by
    have e : (a - b) ^ 2 / 4 + g ^ 2
        = (p ^ 2 + q ^ 2) ^ 2 * ((a - b) ^ 2 / 4 + g ^ 2) := by rw [h]; ring
    rw [e]
    nlinarith [sq_nonneg ((p ^ 2 - q ^ 2) * g + 2 * p * q * ((a - b) / 2))]
  have h1 := (le_abs_self _).trans (Real.abs_le_sqrt hs)
  have h2 : p ^ 2 * a + q ^ 2 * b = (a + b) / 2 + (p ^ 2 - q ^ 2) * ((a - b) / 2) := by
    linear_combination ((a + b) / 2) * h
  unfold lowerLevel
  linarith

/-- Some real mixing angle brings two coupled levels to the lower level. -/
theorem exists_mixing_angle (a b g : ℝ) : ∃ θ : ℝ,
    Real.cos θ ^ 2 * a + Real.sin θ ^ 2 * b + 2 * (Real.cos θ * Real.sin θ * g)
      = lowerLevel a b g := by
  -- twice the angle is the argument of `-(a-b)/2 - i g`
  obtain ⟨z, hre, him⟩ : ∃ z : ℂ, z.re = -(a - b) / 2 ∧ z.im = -g := ⟨⟨_, _⟩, rfl, rfl⟩
  have e : (a - b) ^ 2 / 4 + g ^ 2 = ‖z‖ ^ 2 := by
    rw [Complex.sq_norm, Complex.normSq_apply, hre, him]; ring
  have h1 := Complex.norm_mul_cos_arg z
  have h2 := Complex.norm_mul_sin_arg z
  rw [hre] at h1
  rw [him] at h2
  have key : (a - b) / 2 * Real.cos z.arg + g * Real.sin z.arg = -‖z‖ := by
    linear_combination Real.cos z.arg * h1 + Real.sin z.arg * h2
      - ‖z‖ * Real.sin_sq_add_cos_sq z.arg
  have c2 : Real.cos z.arg = 2 * Real.cos (z.arg / 2) ^ 2 - 1 := by
    rw [← Real.cos_two_mul]; congr 1; ring
  have s2 : Real.sin z.arg = 2 * Real.sin (z.arg / 2) * Real.cos (z.arg / 2) := by
    rw [← Real.sin_two_mul]; congr 1; ring
  rw [c2, s2] at key
  refine ⟨z.arg / 2, ?_⟩
  rw [lowerLevel, e, Real.sqrt_sq (norm_nonneg _)]
  linear_combination key + b * Real.sin_sq_add_cos_sq (z.arg / 2)

/-- Every complex number `c` is made real and non-negative by removing a phase `u`. -/
theorem exists_phase (c : ℂ) : ∃ u : ℂ, ‖u‖ = 1 ∧ conj u * c = (‖c‖ : ℂ) := by
  obtain ⟨u, hu, h⟩ : ∃ u : ℂ, ‖u‖ = 1 ∧ (‖c‖ : ℂ) * u = c :=
    ⟨_, Complex.norm_exp_ofReal_mul_I c.arg, Complex.norm_mul_exp_arg_mul_I c⟩
  have h1 : u * conj u = 1 := by
    rw [Complex.mul_conj, Complex.normSq_eq_norm_sq, hu]; simp
  exact ⟨u, hu, by linear_combination (-(conj u)) * h + (‖c‖ : ℂ) * h1⟩

/-- For Hermitian `H` and orthonormal `x`, `d`, the lowest energy in their complex span is
the lower level with the modulus `|⟨d, Hx⟩|` as coupling. -/
theorem span_minimum {H : E →ₗ[ℂ] E} (hH : H.IsSymmetric) {x d : E}
    (hx : ‖x‖ = 1) (hd : ‖d‖ = 1) (hxd : inner ℂ x d = 0) :
    IsLeast (spanEnergies H x d)
      (lowerLevel (energy H x) (energy H d) ‖inner ℂ d (H x)‖) := by
  constructor
  · -- attained once the phase of the coupling is absorbed into `d`
    obtain ⟨θ, hθ⟩ := exists_mixing_angle (energy H x) (energy H d) ‖inner ℂ d (H x)‖
    obtain ⟨u, hu, hc⟩ := exists_phase (inner ℂ d (H x))
    have h1 : ‖(Real.cos θ : ℂ)‖ ^ 2 = Real.cos θ ^ 2 := by
      rw [Complex.norm_real, Real.norm_eq_abs, sq_abs]
    have h2 : ‖(Real.sin θ : ℂ) * u‖ ^ 2 = Real.sin θ ^ 2 := by
      rw [norm_mul, hu, mul_one, Complex.norm_real, Real.norm_eq_abs, sq_abs]
    have hw : conj ((Real.sin θ : ℂ) * u) * (Real.cos θ : ℂ) * inner ℂ d (H x)
        = ((Real.cos θ * Real.sin θ * ‖inner ℂ d (H x)‖ : ℝ) : ℂ) := by
      rw [map_mul, Complex.conj_ofReal, Complex.ofReal_mul, Complex.ofReal_mul]
      linear_combination (Real.sin θ : ℂ) * (Real.cos θ : ℂ) * hc
    refine ⟨(Real.cos θ : ℂ) • x + ((Real.sin θ : ℂ) * u) • d,
      Submodule.mem_span_pair.2 ⟨_, _, rfl⟩, ?_, ?_⟩
    · have h := norm_superposition hx hd hxd (Real.cos θ : ℂ) ((Real.sin θ : ℂ) * u)
      rw [h1, h2, Real.cos_sq_add_sin_sq] at h
      exact (pow_eq_one_iff_of_nonneg (norm_nonneg _) two_ne_zero).1 h
    · rw [energy_superposition hH, h1, h2, hw, Complex.ofReal_re]
      exact hθ
  · rintro e ⟨ψ, hψ, hn, rfl⟩
    obtain ⟨α, β, rfl⟩ := Submodule.mem_span_pair.1 hψ
    have hN := norm_superposition hx hd hxd α β
    rw [hn, one_pow] at hN
    have hw := Complex.abs_re_le_norm (conj β * α * inner ℂ d (H x))
    rw [norm_mul, norm_mul, RCLike.norm_conj] at hw
    have hb := lowerLevel_le (energy H x) (energy H d) ‖inner ℂ d (H x)‖ ‖α‖ ‖β‖ hN.symm
    rw [energy_superposition hH]
    linarith [neg_abs_le (conj β * α * inner ℂ d (H x)).re]

/-- For Hermitian `H` and orthonormal `x`, `d`, the line search reaches the lower level with
coupling `Re ⟨d, Hx⟩`; this is the lowest energy in the complex span of `x` and `d` exactly
when `⟨d, Hx⟩` is real. -/
theorem line_minimum_eq_span_minimum_iff {H : E →ₗ[ℂ] E} (hH : H.IsSymmetric) {x d : E}
    (hx : ‖x‖ = 1) (hd : ‖d‖ = 1) (hxd : inner ℂ x d = 0) :
    IsLeast (lineEnergies H x d)
        (lowerLevel (energy H x) (energy H d) (inner ℂ d (H x)).re) ∧
      (IsLeast (spanEnergies H x d)
        (lowerLevel (energy H x) (energy H d) (inner ℂ d (H x)).re) ↔
        (inner ℂ d (H x)).im = 0) := by
  have hline (θ : ℝ) : energy H (trial x d θ) = Real.cos θ ^ 2 * energy H x
      + Real.sin θ ^ 2 * energy H d
      + 2 * (Real.cos θ * Real.sin θ * (inner ℂ d (H x)).re) := by
    rw [trial, energy_superposition hH]
    simp only [Complex.sq_norm, Complex.normSq_ofReal, Complex.conj_ofReal, Complex.mul_re,
      Complex.mul_im, Complex.ofReal_re, Complex.ofReal_im]
    ring
  have hspan := span_minimum hH hx hd hxd
  have hsq : ‖inner ℂ d (H x)‖ ^ 2
      = (inner ℂ d (H x)).re ^ 2 + (inner ℂ d (H x)).im ^ 2 := by
    rw [Complex.sq_norm, Complex.normSq_apply]; ring
  refine ⟨⟨?_, ?_⟩, fun h => ?_, fun h => ?_⟩
  · obtain ⟨θ, hθ⟩ := exists_mixing_angle (energy H x) (energy H d) (inner ℂ d (H x)).re
    exact ⟨θ, (hline θ).trans hθ⟩
  · rintro e ⟨θ, rfl⟩
    have hb := lowerLevel_le (energy H x) (energy H d) (inner ℂ d (H x)).re
      (Real.cos θ) (-Real.sin θ) (by rw [neg_sq, Real.cos_sq_add_sin_sq])
    change _ ≤ energy H (trial x d θ)
    rw [hline]
    linarith
  · -- equal minima force equal square roots, hence `(Re c)² = |c|²`
    have he := h.unique hspan
    unfold lowerLevel at he
    have hr := (Real.sqrt_inj (by positivity) (by positivity)).1 (sub_right_injective he)
    exact pow_eq_zero_iff two_ne_zero |>.1 (by linarith)
  · rw [h] at hsq
    have e : (inner ℂ d (H x)).re ^ 2 = ‖inner ℂ d (H x)‖ ^ 2 := by rw [hsq]; ring
    unfold lowerLevel at hspan ⊢
    rwa [e]

/-- The Pauli matrix `σ_y` acting on `ℂ²`. -/
def pauliY : EuclideanSpace ℂ (Fin 2) →ₗ[ℂ] EuclideanSpace ℂ (Fin 2) where
  toFun v := !₂[-Complex.I * v 1, Complex.I * v 0]
  map_add' u v := by ext i; fin_cases i <;> simp <;> ring
  map_smul' r v := by ext i; fin_cases i <;> simp <;> ring

/-- `σ_y` is Hermitian, and the standard basis vectors of `ℂ²` are orthonormal with
coupling `i`. -/
theorem pauliY_witness : pauliY.IsSymmetric ∧
    ‖(!₂[1, 0] : EuclideanSpace ℂ (Fin 2))‖ = 1 ∧
    ‖(!₂[0, 1] : EuclideanSpace ℂ (Fin 2))‖ = 1 ∧
    inner ℂ (!₂[1, 0] : EuclideanSpace ℂ (Fin 2)) !₂[0, 1] = 0 ∧
    inner ℂ (!₂[0, 1] : EuclideanSpace ℂ (Fin 2)) (pauliY !₂[1, 0]) = Complex.I := by
  refine ⟨fun u v => ?_, ?_, ?_, ?_, ?_⟩
  · simp [pauliY, PiLp.inner_apply, Fin.sum_univ_two]
    ring
  · simp [EuclideanSpace.norm_eq, Fin.sum_univ_two]
  · simp [EuclideanSpace.norm_eq, Fin.sum_univ_two]
  · simp [PiLp.inner_apply, Fin.sum_univ_two]
  · simp [pauliY, PiLp.inner_apply, Fin.sum_univ_two]

end

end ConjugateGradientPhase
```

```lean
#print axioms ConjugateGradientPhase.line_minimum_eq_span_minimum_iff
```

```
'ConjugateGradientPhase.line_minimum_eq_span_minimum_iff' depends on axioms: [propext, Classical.choice, Quot.sound]
```

## What the theorems say about a fixed Hamiltonian

The space `E` is any complex inner product space, and `H` is a linear map defined on all of it; a plane-wave basis with a cutoff fits this. `H.IsSymmetric` is Hermiticity, and `hx`, `hd`, `hxd` are orthonormality. `energy` is $\mathrm{Re}\langle\psi,H\psi\rangle$, without division by the norm. `lineEnergies` collects its values over all real angles, `spanEnergies` its values on unit vectors in the complex span, and `lowerLevel` is $L$ with $a$ and $b$ as explicit arguments.

`IsLeast` says that a number belongs to the set and bounds it from below, so both minima are attained. The first half of `line_minimum_eq_span_minimum_iff` gives the line minimum; the second says that this number is also the span minimum if and only if the imaginary part of the coupling vanishes. `span_minimum` gives the span value for any coupling. `pauliY_witness` confirms that the opening example meets all the hypotheses with coupling $i$.

The guarantee is for one step with exact numbers. It does not extend to a Hamiltonian that changes with the density during the step, to rounding, to an angle that only approximates the minimising one, or to the convergence of the whole iteration.

## How the lemmas carry the derivation

`energy_superposition` and `norm_superposition` are the two expansions. `lowerLevel_le` is the Cauchy–Schwarz bound: the square passed to `nlinarith` is the term that the inequality discards. `exists_mixing_angle` takes half the argument of $-(a-b)/2-ig$, which also handles $R=0$ without a separate case. `exists_phase` supplies $u$.

In the main theorem, `hline` specialises the energy to real angles. For the criterion, `h.unique hspan` equates two least elements of the same set, and `Real.sqrt_inj` then removes the square roots. Conversely, a vanishing imaginary part makes the two squared couplings equal.

## Linear independence does not replace orthogonality

Let $H$ be the identity on $\mathbb C^2$, with unit vectors $x=(1,0)$ and $d=(3/5,4/5)$. Then $a=b=1$ and $c=3/5$ is real. The trial vector is no longer normalised: its `energy` is $1+\tfrac35\sin2\theta$, with minimum $2/5=L(c)$. Every unit vector in the span has energy $1$, so the criterion fails although $c$ is real. For such a pair, a code must orthogonalise $d$ against $x$ and normalise the result before it uses these formulas.
